# With fixed prefactors, transition-state errors up to ε change the reactive flux of a reversible network by at most a factor exp(βε)

Suppose every transition-state free energy in a reaction network may be wrong by k_BT. Each elementary equilibrium flux may then be wrong by a factor e ≈ 2.7. If these factors could multiply along a ten-step route, the overall reactive flux might be wrong by e¹⁰ ≈ 22 000, and the accuracy demanded of each barrier would tighten as the network grew.

They do not multiply. In a finite network with detailed balance and unchanged prefactors, the total flux is wrong by at most the same factor e. More generally, if the equilibrium fluxes of two such networks satisfy 0 ≤ c_ij ≤ c'_ij ≤ f c_ij on every link, their reactive fluxes satisfy J ≤ J' ≤ f J. For such a network, a common limit on the transition-state free-energy errors that guarantees a given accuracy of the flux can therefore be set without reference to the number of states.

## Fluxes, committors and barriers

The states form a finite type `V`, and c_ij is the equilibrium flux from i to j: the population of i times the rate constant for i → j. With detailed balance and committor values q_i, defined below, the net reactive flux leaving i is

F_i = Σ_j c_ij (q_j − q_i).

```lean
import Mathlib

open Finset

namespace ReactiveFluxErrors

noncomputable section

variable {V : Type*} [Fintype V]

/-- Net reactive flux leaving state `i`, for equilibrium fluxes `c` and committor values `q`. -/
def netFlux (c : V → V → ℝ) (q : V → ℝ) (i : V) : ℝ :=
  ∑ j, c i j * (q j - q i)
```

The reactive flux J is the sum of F_i over the reactant set A.

```lean
/-- Total reactive flux leaving the reactant set `A`. -/
def reactiveFlux (c : V → V → ℝ) (A : Finset V) (q : V → ℝ) : ℝ :=
  ∑ i ∈ A, netFlux c q i
```

A committor q_i is the probability of reaching the product set B before A from state i. The structure `IsCommittor` records the equations that it obeys. They force A and B to be disjoint, since no value is both 0 and 1. Committors are given in what follows; their existence is not proved.

```lean
/-- A committor from `A` to `B`: it is 0 on `A`, 1 on `B`, and the net reactive flux vanishes
at every intermediate state. -/
structure IsCommittor (c : V → V → ℝ) (A B : Finset V) (q : V → ℝ) : Prop where
  zero_on : ∀ i ∈ A, q i = 0
  one_on : ∀ i ∈ B, q i = 1
  steady : ∀ i, i ∉ A → i ∉ B → netFlux c q i = 0
```

The derivation compares J with the Dirichlet energy

E_c(u) = ½ Σ_i Σ_j c_ij (u_j − u_i)²,

where u is any real function on the states. The factor ½ makes each pair count once.

```lean
/-- Dirichlet energy of a function `u` on the network, each pair of states counted once. -/
def dirichletEnergy (c : V → V → ℝ) (u : V → ℝ) : ℝ :=
  1 / 2 * ∑ i, ∑ j, c i j * (u j - u i) ^ 2
```

For barriers, c_ij = κ_ij exp(−β G_ij), with prefactor κ_ij, inverse temperature β and transition-state free energy G_ij, measured from a common reference and not from the minimum of state i.

```lean
/-- Equilibrium fluxes from prefactors `κ`, inverse temperature `β` and transition-state free
energies `G`. -/
def barrierFlux (κ : V → V → ℝ) (β : ℝ) (G : V → V → ℝ) (i j : V) : ℝ :=
  κ i j * Real.exp (-(β * G i j))
```

The counter-examples below mostly use a chain 0 – 1 – 2 with A = {0}, B = {2} and link values a and b. Steadiness at state 1 reads −a q_1 + b(1 − q_1) = 0, so

q_1 = b/(a+b),  J = a q_1 = ab/(a+b).

## Symmetric fluxes: detailed balance

The hypothesis `hc`, c_ij = c_ji, says that at equilibrium each elementary step runs equally often in both directions. By hand it enters when the names i and j are exchanged:

Σ_i u_i F_i = Σ_i Σ_j c_ij u_i (q_j − q_i) = Σ_i Σ_j c_ij u_j (q_i − q_j).

Half the sum of the two forms is

Σ_i u_i F_i = −½ Σ_i Σ_j c_ij (u_j − u_i)(q_j − q_i).

In the proof, `h2` is the exchange and `h3` combines the two forms.

```lean
/-- Summation by parts on a network with symmetric equilibrium fluxes. -/
theorem summation_by_parts {c : V → V → ℝ} (hc : ∀ i j, c i j = c j i) (u q : V → ℝ) :
    ∑ i, u i * netFlux c q i
      = -(1 / 2) * ∑ i, ∑ j, c i j * (u j - u i) * (q j - q i) := by
  have h1 : ∑ i, u i * netFlux c q i = ∑ i, ∑ j, u i * (c i j * (q j - q i)) := by
    simp only [netFlux, Finset.mul_sum]
  -- exchange the names of the two states and use detailed balance
  have h2 : ∑ i, ∑ j, u i * (c i j * (q j - q i))
      = ∑ i, ∑ j, u j * (c i j * (q i - q j)) := by
    rw [Finset.sum_comm]
    refine Finset.sum_congr rfl fun i _ => Finset.sum_congr rfl fun j _ => ?_
    rw [hc j i]
  have h3 : ∑ i, ∑ j, c i j * (u j - u i) * (q j - q i)
      = -(∑ i, ∑ j, u i * (c i j * (q j - q i))
        + ∑ i, ∑ j, u j * (c i j * (q i - q j))) := by
    simp only [← Finset.sum_add_distrib, ← Finset.sum_neg_distrib]
    refine Finset.sum_congr rfl fun i _ => Finset.sum_congr rfl fun j _ => ?_
    ring
  rw [h1]
  linarith
```

Without symmetry in the raised network, raising a flux can lower J. Start from the chain with a = b = 1, where J = 1/2, and raise only c_10 to 3. Then q_1 = 1/(3+1) = 1/4, and J' = c_01 q_1 = 1/4. This example tests the algebra only: state 1 would lose 4 transitions per unit time and gain 2, so these are not the fluxes of a stationary state.

## A steady committor with fixed boundary values

Steadiness means that no reactive flux is created or lost at intermediate states. Let u be 0 on A and 1 on B. The weight 1 − u_i is 1 on A and 0 on B, and elsewhere F_i = 0. Hence

J = Σ_i (1 − u_i) F_i = ½ Σ_i Σ_j c_ij (u_j − u_i)(q_j − q_i),

where the second equality is summation by parts applied to 1 − u. The proof extends the sum from A to all states with `Finset.sum_subset` and uses `hq.steady` for the intermediate ones.

```lean
/-- With symmetric equilibrium fluxes, the reactive flux is the Dirichlet pairing of the committor
with any trial function that is 0 on `A` and 1 on `B`. -/
theorem reactiveFlux_eq_pairing {c : V → V → ℝ} {A B : Finset V} {q u : V → ℝ}
    (hc : ∀ i j, c i j = c j i) (hq : IsCommittor c A B q)
    (huA : ∀ i ∈ A, u i = 0) (huB : ∀ i ∈ B, u i = 1) :
    reactiveFlux c A q = 1 / 2 * ∑ i, ∑ j, c i j * (u j - u i) * (q j - q i) := by
  -- the weight 1 - u selects the states of A, since intermediate states carry no net flux
  have h : reactiveFlux c A q = ∑ i, (1 - u i) * netFlux c q i := by
    calc reactiveFlux c A q = ∑ i ∈ A, (1 - u i) * netFlux c q i :=
          Finset.sum_congr rfl fun i hi => by rw [huA i hi]; ring
      _ = ∑ i, (1 - u i) * netFlux c q i := by
          refine Finset.sum_subset (Finset.subset_univ A) fun i _ hi => ?_
          by_cases hB : i ∈ B
          · rw [huB i hB]; ring
          · rw [hq.steady i hi hB, mul_zero]
  rw [h, summation_by_parts hc (fun i => 1 - u i) q]
  simp only [Finset.mul_sum]
  refine Finset.sum_congr rfl fun i _ => Finset.sum_congr rfl fun j _ => ?_
  ring
```

The choice u = q gives J = E_c(q).

```lean
/-- With symmetric equilibrium fluxes, the reactive flux equals the Dirichlet energy of the
committor. -/
theorem reactiveFlux_eq_energy {c : V → V → ℝ} {A B : Finset V} {q : V → ℝ}
    (hc : ∀ i j, c i j = c j i) (hq : IsCommittor c A B q) :
    reactiveFlux c A q = dirichletEnergy c q := by
  rw [reactiveFlux_eq_pairing hc hq hq.zero_on hq.one_on, dirichletEnergy]
  congr 1
  refine Finset.sum_congr rfl fun i _ => Finset.sum_congr rfl fun j _ => ?_
  ring
```

Without steadiness in the slower network, the comparison fails. In the chain with a = b = 1, the values (0, 1, 1) give a flux of 1 out of A, which exceeds J' = 2/3 for the faster chain with a = 1, b = 2. Without the boundary values, doubling q would keep it steady and double the flux.

## Non-negative fluxes

The hypothesis `h0` says that c_ij counts transitions, so it is not negative. By hand it gives

0 ≤ ½ Σ_i Σ_j c_ij [(u_j − u_i) − (q_j − q_i)]² = E_c(u) − 2J + E_c(q) = E_c(u) − J.

The committor thus has the lowest energy among functions with its boundary values. In the proof, `key` is twice this inequality, rearranged. It is proved link by link, with the non-negative term supplied to `nlinarith`.

```lean
/-- Dirichlet principle: for symmetric non-negative equilibrium fluxes, the reactive flux is at
most the energy of any trial function that is 0 on `A` and 1 on `B`. -/
theorem dirichlet_principle {c : V → V → ℝ} {A B : Finset V} {q u : V → ℝ}
    (hc : ∀ i j, c i j = c j i) (h0 : ∀ i j, 0 ≤ c i j) (hq : IsCommittor c A B q)
    (huA : ∀ i ∈ A, u i = 0) (huB : ∀ i ∈ B, u i = 1) :
    reactiveFlux c A q ≤ dirichletEnergy c u := by
  have hp := reactiveFlux_eq_pairing hc hq huA huB
  have he := reactiveFlux_eq_energy hc hq
  have key : 2 * ∑ i, ∑ j, c i j * (u j - u i) * (q j - q i)
      ≤ ∑ i, ∑ j, c i j * (u j - u i) ^ 2 + ∑ i, ∑ j, c i j * (q j - q i) ^ 2 := by
    simp only [Finset.mul_sum, ← Finset.sum_add_distrib]
    refine Finset.sum_le_sum fun i _ => Finset.sum_le_sum fun j _ => ?_
    nlinarith [mul_nonneg (h0 i j) (sq_nonneg ((u j - u i) - (q j - q i)))]
  unfold dirichletEnergy at he ⊢
  linarith
```

Without non-negativity in the slower network, monotonicity fails, as an unphysical example shows. The chain with a = −2, b = 1 has q_1 = −1 and J = 2. Raising a to 1 gives J' = 1/2.

## No link is slowed: c ≤ c'

The hypothesis `hle` says that no equilibrium flux falls, as when barriers are lowered at fixed prefactors. The committor q' of the faster network is a trial function for the slower one:

J ≤ E_c(q') ≤ E_c'(q') = J'.

The proof applies `dirichlet_principle` for the first step and compares the energies term by term for the second.

```lean
/-- Raising symmetric non-negative equilibrium fluxes, on any set of links, never lowers the
reactive flux. -/
theorem reactiveFlux_mono {c c' : V → V → ℝ} {A B : Finset V} {q q' : V → ℝ}
    (hc : ∀ i j, c i j = c j i) (hc' : ∀ i j, c' i j = c' j i)
    (h0 : ∀ i j, 0 ≤ c i j) (hle : ∀ i j, c i j ≤ c' i j)
    (hq : IsCommittor c A B q) (hq' : IsCommittor c' A B q') :
    reactiveFlux c A q ≤ reactiveFlux c' A q' := by
  -- the committor of the faster network is a trial function for the slower one
  refine (dirichlet_principle hc h0 hq hq'.zero_on hq'.one_on).trans ?_
  rw [reactiveFlux_eq_energy hc' hq']
  unfold dirichletEnergy
  refine mul_le_mul_of_nonneg_left ?_ (by norm_num)
  exact Finset.sum_le_sum fun i _ => Finset.sum_le_sum fun j _ =>
    mul_le_mul_of_nonneg_right (hle i j) (sq_nonneg _)
```

Without this hypothesis, J can fall: lowering a from 1 to 1/2 in the chain with b = 1 takes J from 1/2 to 1/3.

## No link is sped up by more than f

The hypothesis `hf`, c'_ij ≤ f c_ij, caps the error on each link. Multiplying all fluxes by f multiplies every F_i by f. The committor stays the same, and the flux becomes f J.

```lean
/-- Multiplying all equilibrium fluxes by `f` keeps the committor and multiplies the reactive
flux by `f`. -/
theorem uniform_scaling {c : V → V → ℝ} {A B : Finset V} {q : V → ℝ} (f : ℝ)
    (hq : IsCommittor c A B q) :
    IsCommittor (fun i j => f * c i j) A B q ∧
      reactiveFlux (fun i j => f * c i j) A q = f * reactiveFlux c A q := by
  have h : ∀ i, netFlux (fun i j => f * c i j) q i = f * netFlux c q i := fun i => by
    simp only [netFlux, Finset.mul_sum, mul_assoc]
  refine ⟨⟨hq.zero_on, hq.one_on, fun i hA hB => ?_⟩, ?_⟩
  · rw [h, hq.steady i hA hB, mul_zero]
  · simp only [reactiveFlux, h, Finset.mul_sum]
```

Since c' ≤ f c, monotonicity between c' and the scaled network gives J' ≤ f J. The choice c' = f c attains the bound. The condition f ≥ 1 is not assumed: a single positive c_ij already implies it through c_ij ≤ f c_ij.

```lean
/-- If symmetric equilibrium fluxes satisfy `0 ≤ c ≤ c' ≤ f c` on every link, the reactive fluxes
satisfy `J ≤ J' ≤ f J`, with the same factor `f` for a network of any size. -/
theorem reactiveFlux_bounds {c c' : V → V → ℝ} {A B : Finset V} {q q' : V → ℝ} {f : ℝ}
    (hc : ∀ i j, c i j = c j i) (hc' : ∀ i j, c' i j = c' j i)
    (h0 : ∀ i j, 0 ≤ c i j) (hle : ∀ i j, c i j ≤ c' i j) (hf : ∀ i j, c' i j ≤ f * c i j)
    (hq : IsCommittor c A B q) (hq' : IsCommittor c' A B q') :
    reactiveFlux c A q ≤ reactiveFlux c' A q' ∧
      reactiveFlux c' A q' ≤ f * reactiveFlux c A q := by
  refine ⟨reactiveFlux_mono hc hc' h0 hle hq hq', ?_⟩
  obtain ⟨hs, hJ⟩ := uniform_scaling f hq
  rw [← hJ]
  exact reactiveFlux_mono hc' (fun i j => by rw [hc i j])
    (fun i j => (h0 i j).trans (hle i j)) hf hq' hs
```

Without the cap, a network of two states, one in A and one in B, is enough: J is its single link value, so raising it from 1 to 3 violates the bound for f = 2.

## Transition-state errors of at most ε

The symmetry of G and G' says that forward and backward steps share one transition state. Symmetric, non-negative κ then gives symmetric, non-negative fluxes. The same κ appears in both networks, so any population normalisation contained in it is held fixed. A rate constant also divides J by a reactant population, whose error comes on top.

If G'_ij ≥ G_ij − ε and β ≥ 0, then

κ_ij exp(−β G'_ij) ≤ exp(βε) κ_ij exp(−β G_ij),

and monotonicity against the scaled network bounds J'. In the proof, `h` is the inequality for the Boltzmann factors.

```lean
/-- Let prefactors be symmetric and non-negative, transition-state free energies symmetric, and
`β ≥ 0`. If no free energy in `G'` lies more than `ε` below its value in `G`, the reactive flux
grows at most by the factor `exp (β ε)`. -/
theorem flux_le_of_barriers {κ G G' : V → V → ℝ} {A B : Finset V} {q q' : V → ℝ} {β ε : ℝ}
    (hκ : ∀ i j, κ i j = κ j i) (hκ0 : ∀ i j, 0 ≤ κ i j) (hβ : 0 ≤ β)
    (hG : ∀ i j, G i j = G j i) (hG' : ∀ i j, G' i j = G' j i)
    (hε : ∀ i j, G i j - ε ≤ G' i j)
    (hq : IsCommittor (barrierFlux κ β G) A B q)
    (hq' : IsCommittor (barrierFlux κ β G') A B q') :
    reactiveFlux (barrierFlux κ β G') A q'
      ≤ Real.exp (β * ε) * reactiveFlux (barrierFlux κ β G) A q := by
  obtain ⟨hs, hJ⟩ := uniform_scaling (Real.exp (β * ε)) hq
  rw [← hJ]
  refine reactiveFlux_mono (fun i j => ?_) (fun i j => ?_) (fun i j => ?_) (fun i j => ?_) hq' hs
  · simp only [barrierFlux]
    rw [hκ i j, hG' i j]
  · simp only [barrierFlux]
    rw [hκ i j, hG i j]
  · exact mul_nonneg (hκ0 i j) (Real.exp_pos _).le
  · -- the Boltzmann factor of a single link changes at most by exp (β ε)
    have h : Real.exp (-(β * G' i j)) ≤ Real.exp (β * ε) * Real.exp (-(β * G i j)) := by
      rw [← Real.exp_add]
      apply Real.exp_le_exp.2
      linarith [mul_le_mul_of_nonneg_left (hε i j) hβ, mul_sub β (G i j) ε]
    calc barrierFlux κ β G' i j
        ≤ κ i j * (Real.exp (β * ε) * Real.exp (-(β * G i j))) :=
          mul_le_mul_of_nonneg_left h (hκ0 i j)
      _ = Real.exp (β * ε) * barrierFlux κ β G i j := by
          simp only [barrierFlux]
          ring
```

The two-sided hypothesis |G'_ij − G_ij| ≤ ε allows some barriers to rise while others fall. The proof uses the one-sided result twice, with the networks exchanged.

```lean
/-- Let prefactors be symmetric and non-negative, transition-state free energies symmetric, and
`β ≥ 0`. If every free energy is wrong by at most `ε`, the two reactive fluxes agree within the
factor `exp (β ε)`. -/
theorem barrier_errors_do_not_accumulate {κ G G' : V → V → ℝ} {A B : Finset V}
    {q q' : V → ℝ} {β ε : ℝ}
    (hκ : ∀ i j, κ i j = κ j i) (hκ0 : ∀ i j, 0 ≤ κ i j) (hβ : 0 ≤ β)
    (hG : ∀ i j, G i j = G j i) (hG' : ∀ i j, G' i j = G' j i)
    (hε : ∀ i j, |G' i j - G i j| ≤ ε)
    (hq : IsCommittor (barrierFlux κ β G) A B q)
    (hq' : IsCommittor (barrierFlux κ β G') A B q') :
    reactiveFlux (barrierFlux κ β G') A q'
        ≤ Real.exp (β * ε) * reactiveFlux (barrierFlux κ β G) A q ∧
      reactiveFlux (barrierFlux κ β G) A q
        ≤ Real.exp (β * ε) * reactiveFlux (barrierFlux κ β G') A q' :=
  ⟨flux_le_of_barriers hκ hκ0 hβ hG hG'
      (fun i j => by linarith [(abs_le.1 (hε i j)).1]) hq hq',
    flux_le_of_barriers hκ hκ0 hβ hG' hG
      (fun i j => by linarith [(abs_le.1 (hε i j)).2]) hq' hq⟩
```

Without the bound ε on every link, the two-state network again fails for β > 0: an error larger than ε on its only transition state changes J by more than exp(βε) in one direction. If β were negative, the claim would fail even for G' = G with ε > 0 and J > 0, because exp(βε) < 1.

## The three-state chain in numbers

The chain has its states numbered 0, 1, 2 in Lean too.

```lean
/-- Equilibrium fluxes of a three-state chain with link values `a` and `b`. -/
def chain (a b : ℝ) : Fin 3 → Fin 3 → ℝ :=
  ![![0, a, 0], ![a, 0, b], ![0, b, 0]]
```

Take a = 1, b = 3, so that q_1 = 3/4 and J = 3/4. Doubling only a gives q'_1 = 3/5 and J' = 6/5. With f = 2 the bounds read

0.75 ≤ 1.2 ≤ 1.5.

The intermediate energy in the monotonicity argument is E_c(q') = 1·(3/5)² + 3·(2/5)² = 0.84, which lies between J and J'.

The last theorem confirms the formulas for all positive a and b, and so gives a network that satisfies the hypotheses with a non-zero flux. Its proof checks the matrix entries case by case, then evaluates the net flux at state 1 for steadiness and at state 0 for J.

```lean
/-- For `a, b > 0` the three-state chain has symmetric non-negative equilibrium fluxes, the
committor `(0, b/(a+b), 1)` between its ends, and the reactive flux `ab/(a+b)`. -/
theorem chain_witness {a b : ℝ} (ha : 0 < a) (hb : 0 < b) :
    (∀ i j, chain a b i j = chain a b j i) ∧ (∀ i j, 0 ≤ chain a b i j) ∧
      IsCommittor (chain a b) {0} {2} ![0, b / (a + b), 1] ∧
      reactiveFlux (chain a b) {0} ![0, b / (a + b), 1] = a * b / (a + b) := by
  have hq : b / (a + b) * (a + b) = b := div_mul_cancel₀ _ (by positivity)
  refine ⟨fun i j => ?_, fun i j => ?_, ⟨fun i hi => ?_, fun i hi => ?_, fun i hA hB => ?_⟩, ?_⟩
  · fin_cases i <;> fin_cases j <;> simp [chain]
  · fin_cases i <;> fin_cases j <;> simp [chain, ha.le, hb.le]
  · rw [Finset.mem_singleton.1 hi]
    simp
  · rw [Finset.mem_singleton.1 hi]
    simp
  · have key : ∀ i : Fin 3, i ∉ ({0} : Finset (Fin 3)) → i ∉ ({2} : Finset (Fin 3)) → i = 1 := by
      decide
    rw [key i hA hB]
    have h : netFlux (chain a b) ![0, b / (a + b), 1] 1
        = a * (0 - b / (a + b)) + b * (1 - b / (a + b)) := by
      simp [netFlux, chain, Fin.sum_univ_three]
    rw [h]
    linear_combination -hq
  · have h : netFlux (chain a b) ![0, b / (a + b), 1] 0 = a * (b / (a + b)) := by
      simp [netFlux, chain, Fin.sum_univ_three]
    rw [reactiveFlux, Finset.sum_singleton, h]
    ring

end

end ReactiveFluxErrors
```

```lean
#print axioms ReactiveFluxErrors.reactiveFlux_bounds
-- 'ReactiveFluxErrors.reactiveFlux_bounds' depends on axioms: [propext, Classical.choice, Quot.sound]
#print axioms ReactiveFluxErrors.flux_le_of_barriers
-- 'ReactiveFluxErrors.flux_le_of_barriers' depends on axioms: [propext, Classical.choice, Quot.sound]
#print axioms ReactiveFluxErrors.barrier_errors_do_not_accumulate
-- 'ReactiveFluxErrors.barrier_errors_do_not_accumulate' depends on axioms: [propext, Classical.choice, Quot.sound]
```
